# Dropping a trigonometric-polynomial potential with values in [m, M] changes level distances in a finite plane-wave basis by at most M − m

Positions \(x\) are fractional coordinates in \(d\) dimensions, reciprocal-lattice vectors \(K\) are integer vectors, and the plane wave of \(K\) is \(e^{2\pi i K\cdot x}\). A finite set \(S\) of such vectors is the basis, a real potential \(W(x)=\sum_K w(K)\,e^{2\pi i K\cdot x}\) with finitely many nonzero form factors \(w(K)\) has the matrix elements \(w(G-G')\) for \(G,G'\in S\), and eigenvalues are listed in decreasing order with multiplicity, starting at index 0.

```lean
import Mathlib

open Matrix Finset

namespace PlaneWaveFormFactors

noncomputable section

variable {d : ℕ} {n p : Type*} [Fintype n] [DecidableEq n] [Fintype p] [DecidableEq p]

/-- The plane wave `exp(2πi K·x)` at fractional coordinates `x`. -/
def wave (K : Fin d → ℤ) (x : Fin d → ℝ) : ℂ :=
  Complex.exp (((2 * Real.pi * ∑ i, (K i : ℝ) * x i : ℝ) : ℂ) * Complex.I)

/-- The point `j / N` of the uniform grid with `N > 0` points per axis. -/
def grid (N : ℕ) (j : Fin d → Fin N) : Fin d → ℝ := fun i => ((j i : ℕ) : ℝ) / N

/-- The plane waves of `S` sampled on the grid with `N > 0` points per axis. -/
def samples (S : Finset (Fin d → ℤ)) (N : ℕ) : Matrix (Fin d → Fin N) S ℂ :=
  Matrix.of fun j G => wave G.1 (grid N j)

/-- The real function `W` is the trigonometric polynomial with form factors `w`. -/
def HasFormFactors (W : (Fin d → ℝ) → ℝ) (w : (Fin d → ℤ) →₀ ℂ) : Prop :=
  ∀ x, (W x : ℂ) = w.sum fun K a => a * wave K x

/-- The matrix `w(G - G')` on the plane-wave set `S`. -/
def potentialMatrix (S : Finset (Fin d → ℤ)) (w : (Fin d → ℤ) →₀ ℂ) : Matrix S S ℂ :=
  Matrix.of fun G G' => w (G.1 - G'.1)

/-- The real part of `x† A x`; for `A = 1` it is the squared norm of `x`. -/
def expect (A : Matrix n n ℂ) (x : n → ℂ) : ℝ := (star x ⬝ᵥ A *ᵥ x).re

/-- Wave vectors add when plane waves are multiplied, and conjugation reverses them. -/
theorem wave_mul (K G G' : Fin d → ℤ) (x : Fin d → ℝ) :
    star (wave G x) * wave K x * wave G' x = wave (K + (G' - G)) x := by
  simp only [wave, Complex.star_def, ← Complex.exp_conj, map_mul, Complex.conj_ofReal,
    Complex.conj_I, ← Complex.exp_add]
  congr 1
  simp only [Pi.add_apply, Pi.sub_apply, Int.cast_add, Int.cast_sub, add_mul, sub_mul,
    sum_add_distrib, sum_sub_distrib]
  push_cast
  ring

/-- For a finite set of wave vectors, there is a grid on which the plane wave of each nonzero member
sums to zero and that of `K = 0` sums to the number of grid points. -/
theorem exists_exact_grid (F : Finset (Fin d → ℤ)) : ∃ N : ℕ, 0 < N ∧ ∀ K ∈ F,
    ∑ j : Fin d → Fin N, wave K (grid N j) = if K = 0 then (N : ℂ) ^ d else 0 := by
  obtain ⟨N, hN, hb⟩ : ∃ N : ℕ, 0 < N ∧ ∀ K ∈ F, ∀ i, (K i).natAbs < N :=
    ⟨(∑ q ∈ F ×ˢ (univ : Finset (Fin d)), (q.1 q.2).natAbs) + 1, Nat.succ_pos _,
      fun K hK i => Nat.lt_succ_of_le (Finset.single_le_sum
        (f := fun q : (Fin d → ℤ) × Fin d => (q.1 q.2).natAbs)
        (fun _ _ => Nat.zero_le _) (mk_mem_product hK (mem_univ i)))⟩
  refine ⟨N, hN, fun K hK => ?_⟩
  split_ifs with h0
  · simp [h0, wave]
  obtain ⟨i, hi⟩ := Function.ne_iff.mp h0
  have hN' : (N : ℂ) ≠ 0 := by exact_mod_cast hN.ne'
  let r : Fin d → ℂ := fun l => Complex.exp (2 * Real.pi * Complex.I * (K l : ℂ) / N)
  have hprod : ∀ j : Fin d → Fin N, wave K (grid N j) = ∏ l, r l ^ (j l : ℕ) := by
    intro j
    simp only [r, ← Complex.exp_nat_mul]
    rw [← Complex.exp_sum, wave]
    congr 1
    push_cast
    rw [Finset.mul_sum, Finset.sum_mul]
    refine sum_congr rfl fun l _ => ?_
    simp only [grid]
    push_cast
    ring
  have hswap : ∑ j : Fin d → Fin N, ∏ l, r l ^ (j l : ℕ)
      = ∏ l, ∑ a : Fin N, r l ^ (a : ℕ) := by
    rw [Finset.prod_univ_sum, Fintype.piFinset_univ]
  rw [sum_congr rfl fun j _ => hprod j, hswap]
  -- the factor along axis `i` is a full geometric sum of a root of unity
  refine Finset.prod_eq_zero (mem_univ i) ?_
  rw [Fin.sum_univ_eq_sum_range (fun a => r i ^ a) N]
  have hrN : r i ^ N = 1 := by
    simp only [r]
    rw [← Complex.exp_nat_mul]
    exact Complex.exp_eq_one_iff.mpr ⟨K i, by field_simp⟩
  have hr : r i ≠ 1 := by
    intro h
    obtain ⟨m, hm⟩ := Complex.exp_eq_one_iff.mp h
    have h2 : (K i : ℂ) = N * m := by
      rw [div_eq_iff hN'] at hm
      apply mul_left_cancel₀ Complex.two_pi_I_ne_zero
      linear_combination hm
    exact hi (Int.natAbs_eq_zero.mp (Nat.eq_zero_of_dvd_of_lt
      (Int.natCast_dvd.mp ⟨m, by exact_mod_cast h2⟩) (hb K hK i)))
  have hg := mul_neg_geom_sum (r i) N
  rw [hrN, sub_self] at hg
  exact (mul_eq_zero.mp hg).resolve_left (sub_ne_zero.mpr hr.symm)

/-- For a real trigonometric polynomial `W`, there is a grid on which the matrix elements of `W` and
the overlaps of the plane waves in `S` are exact grid averages. -/
theorem exact_quadrature (S : Finset (Fin d → ℤ)) {W : (Fin d → ℝ) → ℝ}
    {w : (Fin d → ℤ) →₀ ℂ} (hW : HasFormFactors W w) : ∃ N : ℕ,
    potentialMatrix S w = (samples S N)ᴴ * Matrix.diagonal
      (fun j => ((W (grid N j) * ((N : ℝ) ^ d)⁻¹ : ℝ) : ℂ)) * samples S N ∧
    (samples S N)ᴴ * Matrix.diagonal
      (fun _ : Fin d → Fin N => ((((N : ℝ) ^ d)⁻¹ : ℝ) : ℂ)) * samples S N =
        (1 : Matrix S S ℂ) := by
  obtain ⟨N, hN, h⟩ := exists_exact_grid
    (((insert 0 w.support) ×ˢ (S ×ˢ S)).image fun q => q.1 + (q.2.2 - q.2.1))
  have hN' : (N : ℂ) ^ d ≠ 0 := pow_ne_zero _ (by exact_mod_cast hN.ne')
  have hE : ∀ K ∈ insert 0 w.support, ∀ G G' : S, ∑ j : Fin d → Fin N,
      star (wave G.1 (grid N j)) * wave K (grid N j) * wave G'.1 (grid N j) =
        if K = G.1 - G'.1 then (N : ℂ) ^ d else 0 := by
    intro K hK G G'
    have hz : K + (G'.1 - G.1) = 0 ↔ K = G.1 - G'.1 := by
      rw [add_eq_zero_iff_eq_neg, neg_sub]
    have hs := h (K + (G'.1 - G.1)) (mem_image.mpr ⟨(K, (G.1, G'.1)), by
      simp only [mem_product]; exact ⟨hK, G.2, G'.2⟩, rfl⟩)
    exact (sum_congr rfl fun j _ => wave_mul K G.1 G'.1 _).trans
      (hs.trans (if_congr hz rfl rfl))
  refine ⟨N, ?_, ?_⟩ <;> ext G G' <;> rw [Matrix.mul_apply] <;>
    simp only [Matrix.mul_diagonal, Matrix.conjTranspose_apply, samples, Matrix.of_apply,
      potentialMatrix]
  · symm
    calc _ = ∑ j : Fin d → Fin N, ∑ K ∈ w.support, w K * ((N : ℂ) ^ d)⁻¹ *
          (star (wave G.1 (grid N j)) * wave K (grid N j) * wave G'.1 (grid N j)) := by
          refine sum_congr rfl fun j _ => ?_
          rw [Complex.ofReal_mul, hW, Finsupp.sum, Finset.sum_mul, Finset.mul_sum,
            Finset.sum_mul]
          refine sum_congr rfl fun K _ => ?_
          push_cast
          ring
      _ = ∑ K ∈ w.support, w K * ((N : ℂ) ^ d)⁻¹ *
          (if K = G.1 - G'.1 then (N : ℂ) ^ d else 0) := by
          rw [Finset.sum_comm]
          refine sum_congr rfl fun K hK => ?_
          rw [← Finset.mul_sum, hE K (mem_insert_of_mem hK)]
      _ = w (G.1 - G'.1) := by
          rw [Finset.sum_eq_single (G.1 - G'.1)]
          · rw [if_pos rfl, mul_assoc, inv_mul_cancel₀ hN', mul_one]
          · intro K _ hne
            rw [if_neg hne, mul_zero]
          · intro h0
            rw [Finsupp.notMem_support_iff.mp h0, zero_mul, zero_mul]
  · have h0 : ∀ x, wave (0 : Fin d → ℤ) x = 1 := fun x => by simp [wave]
    calc _ = ((N : ℂ) ^ d)⁻¹ * ∑ j : Fin d → Fin N,
          star (wave G.1 (grid N j)) * wave 0 (grid N j) * wave G'.1 (grid N j) := by
          rw [Finset.mul_sum]
          refine sum_congr rfl fun j _ => ?_
          rw [h0]
          push_cast
          ring
      _ = _ := by
          rw [hE 0 (mem_insert_self _ _)]
          by_cases hG : G = G'
          · subst hG
            rw [sub_self, if_pos rfl, inv_mul_cancel₀ hN', Matrix.one_apply_eq]
          · rw [if_neg fun h => hG (Subtype.ext (sub_eq_zero.mp h.symm)), mul_zero,
              Matrix.one_apply_ne hG]

/-- The plane-wave matrix of a real trigonometric polynomial is Hermitian. -/
theorem potentialMatrix_isHermitian (S : Finset (Fin d → ℤ)) {W : (Fin d → ℝ) → ℝ}
    {w : (Fin d → ℤ) →₀ ℂ} (hW : HasFormFactors W w) : (potentialMatrix S w).IsHermitian := by
  obtain ⟨N, h, -⟩ := exact_quadrature S hW
  rw [h]
  exact Matrix.isHermitian_conjTranspose_mul_mul _ ((Matrix.diagonal_conjTranspose _).trans
    (congrArg Matrix.diagonal (funext fun j => Complex.conj_ofReal _)))

omit [DecidableEq n] in
/-- For `A = E† f E` with `f` real and diagonal, `x† A x` is the sum of `f` weighted by the
squared amplitudes of `E x`. -/
theorem expect_sum (E : Matrix p n ℂ) (f : p → ℝ) (x : n → ℂ) :
    expect (Eᴴ * Matrix.diagonal (fun j => (f j : ℂ)) * E) x =
      ∑ j, f j * Complex.normSq ((E *ᵥ x) j) := by
  rw [expect, ← Matrix.mulVec_mulVec, ← Matrix.mulVec_mulVec, Matrix.dotProduct_mulVec,
    ← Matrix.star_mulVec]
  simp only [dotProduct, Matrix.mulVec_diagonal, Pi.star_apply, Complex.re_sum]
  refine sum_congr rfl fun i _ => ?_
  rw [mul_left_comm, Complex.re_ofReal_mul, Complex.star_def,
    ← Complex.normSq_eq_conj_mul_self, Complex.ofReal_re]

/-- If a real trigonometric polynomial `W` has `m ≤ W(x) ≤ M` everywhere, then `c† W c` lies between
`m` and `M` times the squared norm of `c`, for any coefficients `c` on `S`. -/
theorem potential_bounds (S : Finset (Fin d → ℤ)) {W : (Fin d → ℝ) → ℝ}
    {w : (Fin d → ℤ) →₀ ℂ} (hW : HasFormFactors W w) {m M : ℝ}
    (hb : ∀ x, m ≤ W x ∧ W x ≤ M) (c : S → ℂ) :
    m * expect 1 c ≤ expect (potentialMatrix S w) c ∧
      expect (potentialMatrix S w) c ≤ M * expect 1 c := by
  obtain ⟨N, h, h1⟩ := exact_quadrature S hW
  rw [h, ← h1, expect_sum, expect_sum, Finset.mul_sum, Finset.mul_sum]
  constructor <;> refine sum_le_sum fun j _ => ?_ <;> rw [mul_assoc]
  · exact mul_le_mul_of_nonneg_right (hb _).1
      (mul_nonneg (by positivity) (Complex.normSq_nonneg _))
  · exact mul_le_mul_of_nonneg_right (hb _).2
      (mul_nonneg (by positivity) (Complex.normSq_nonneg _))

/-- In suitable norm-preserving coordinates, the expectation value of a Hermitian matrix is the
sum of its eigenvalues weighted by the squared amplitudes. -/
theorem spectral_form {A : Matrix n n ℂ} (hA : A.IsHermitian) :
    ∃ U : Matrix n n ℂ, ∀ x, expect 1 x = ∑ i, Complex.normSq ((U *ᵥ x) i) ∧
      expect A x = ∑ i, hA.eigenvalues i * Complex.normSq ((U *ᵥ x) i) := by
  let V : Matrix n n ℂ := hA.eigenvectorUnitary
  have hV : V * star V = 1 := Matrix.mem_unitaryGroup_iff.mp hA.eigenvectorUnitary.2
  have key := expect_sum (star V)
  rw [← Matrix.star_eq_conjTranspose, star_star] at key
  refine ⟨star V, fun x => ⟨by simpa [hV] using key (fun _ => 1) x, ?_⟩⟩
  have h := hA.spectral_theorem
  rw [Unitary.conjStarAlgAut_apply] at h
  rw [← key hA.eigenvalues x]
  exact congrArg (fun B : Matrix n n ℂ => expect B x) h

/-- Let `A` and `B` be Hermitian. If `x† A x` exceeds `x† B x` by at most `t` times the squared norm
of `x`, for every `x`, each ordered eigenvalue of `A` exceeds that of `B` by at most `t`. -/
theorem eigenvalue_le {A B : Matrix n n ℂ} (hA : A.IsHermitian) (hB : B.IsHermitian) (t : ℝ)
    (h : ∀ x, expect A x ≤ expect B x + t * expect 1 x) (k : Fin (Fintype.card n)) :
    hA.eigenvalues₀ k ≤ hB.eigenvalues₀ k + t := by
  obtain ⟨U, hU⟩ := spectral_form hA
  obtain ⟨V, hV⟩ := spectral_form hB
  let r : n ≃ Fin (Fintype.card n) := (Fintype.equivOfCardEq (Fintype.card_fin _)).symm
  -- a zero row gives a state on the `A`-levels up to `k` and the `B`-levels from `k` on
  let R : Matrix n n ℂ := Matrix.of fun i j =>
    if k < r i then U i j else if r i < k then V i j else 0
  obtain ⟨x, hx, hRx⟩ := Matrix.exists_mulVec_eq_zero_iff.mpr
    (Matrix.det_eq_zero_of_row_eq_zero (A := R) (r.symm k) fun j => by simp [R])
  have hpos : 0 < expect 1 x := by
    obtain ⟨i, hi⟩ := Function.ne_iff.mp hx
    simp only [expect, Matrix.one_mulVec, dotProduct, Pi.star_apply, Complex.re_sum,
      Complex.star_def, ← Complex.normSq_eq_conj_mul_self, Complex.ofReal_re]
    exact Finset.sum_pos' (fun _ _ => Complex.normSq_nonneg _)
      ⟨i, mem_univ i, Complex.normSq_pos.mpr hi⟩
  have h1 : hA.eigenvalues₀ k * expect 1 x ≤ expect A x := by
    rw [(hU x).1, (hU x).2, Finset.mul_sum]
    refine sum_le_sum fun i _ => ?_
    rcases lt_or_ge k (r i) with hi | hi
    · have h0 : (U *ᵥ x) i = 0 := by
        simpa [R, Matrix.mulVec, dotProduct, hi] using congrFun hRx i
      simp [h0]
    · exact mul_le_mul_of_nonneg_right (hA.eigenvalues₀_antitone hi) (Complex.normSq_nonneg _)
  have h2 : expect B x ≤ hB.eigenvalues₀ k * expect 1 x := by
    rw [(hV x).1, (hV x).2, Finset.mul_sum]
    refine sum_le_sum fun i _ => ?_
    rcases lt_or_ge (r i) k with hi | hi
    · have h0 : (V *ᵥ x) i = 0 := by
        simpa [R, Matrix.mulVec, dotProduct, hi, not_lt_of_ge hi.le] using congrFun hRx i
      simp [h0]
    · exact mul_le_mul_of_nonneg_right (hB.eigenvalues₀_antitone hi) (Complex.normSq_nonneg _)
  refine le_of_mul_le_mul_right ?_ hpos
  linarith [h x]

/-- If a real trigonometric polynomial `W` has `m ≤ W(x) ≤ M` everywhere, adding its matrix to a
Hermitian matrix `H` on a finite plane-wave set shifts every ordered eigenvalue by an amount in
`[m, M]`. -/
theorem eigenvalue_shift_mem {S : Finset (Fin d → ℤ)} {H : Matrix S S ℂ} (hH : H.IsHermitian)
    {W : (Fin d → ℝ) → ℝ} {w : (Fin d → ℤ) →₀ ℂ} (hW : HasFormFactors W w) {m M : ℝ}
    (hb : ∀ x, m ≤ W x ∧ W x ≤ M) (k : Fin (Fintype.card S)) :
    (hH.add (potentialMatrix_isHermitian S hW)).eigenvalues₀ k - hH.eigenvalues₀ k
      ∈ Set.Icc m M := by
  have hadd : ∀ c, expect (H + potentialMatrix S w) c =
      expect H c + expect (potentialMatrix S w) c := fun c => by
    simp only [expect, Matrix.add_mulVec, dotProduct_add, Complex.add_re]
  have hP := potential_bounds S hW hb
  have hHW := hH.add (potentialMatrix_isHermitian S hW)
  have hup := eigenvalue_le hHW hH M (fun c => by linarith [hadd c, (hP c).2]) k
  have hlow := eigenvalue_le hH hHW (-m) (fun c => by linarith [hadd c, (hP c).1]) k
  constructor <;> linarith

/-- Let `H` be a Hermitian matrix on a finite plane-wave set and `W` a real trigonometric polynomial
with `m ≤ W(x) ≤ M` everywhere. Omitting `W` from `H + W` changes the distance between any two
ordered levels, consecutive or not, by at most `M - m`. -/
theorem gap_change_le {S : Finset (Fin d → ℤ)} {H : Matrix S S ℂ} (hH : H.IsHermitian)
    {W : (Fin d → ℝ) → ℝ} {w : (Fin d → ℤ) →₀ ℂ} (hW : HasFormFactors W w) {m M : ℝ}
    (hb : ∀ x, m ≤ W x ∧ W x ≤ M) (k l : Fin (Fintype.card S)) :
    |((hH.add (potentialMatrix_isHermitian S hW)).eigenvalues₀ k -
        (hH.add (potentialMatrix_isHermitian S hW)).eigenvalues₀ l) -
      (hH.eigenvalues₀ k - hH.eigenvalues₀ l)| ≤ M - m := by
  obtain ⟨h1, h2⟩ := eigenvalue_shift_mem hH hW hb k
  obtain ⟨h3, h4⟩ := eigenvalue_shift_mem hH hW hb l
  rw [abs_le]
  constructor <;> linarith

end

end PlaneWaveFormFactors
```

```lean
#print axioms PlaneWaveFormFactors.gap_change_le
```

```
'PlaneWaveFormFactors.gap_change_le' depends on axioms: [propext, Classical.choice, Quot.sound]
```

## The bounds on levels and gaps

Let \(H\) be a Hermitian matrix on \(S\), and let \(m\le W(x)\le M\) for all \(x\). Write \(E_k\) for the ordered eigenvalues of \(H\) and \(E'_k\) for those of \(H+W\), where \(W\) stands for its matrix \(w(G-G')\). Then `eigenvalue_shift_mem` and `gap_change_le` say, for all indices \(k,l\),

\[
m\le E'_k-E_k\le M,\qquad \bigl|(E'_k-E'_l)-(E_k-E_l)\bigr|\le M-m .
\]

Consecutive levels are the case \(l=k+1\).

In Lean, `H : Matrix S S ℂ` has rows and columns labelled by the plane waves, and `hH` states that it is Hermitian. The hypothesis `hW : HasFormFactors W w` equates the real function `W` with its finite Fourier sum, and `hb` contains the two bounds, which need not be the extreme values of \(W\). The ordered eigenvalues are `eigenvalues₀`. Hermiticity of the potential matrix is proved from `hW`, not assumed.

## What may be left out of a plane-wave Hamiltonian

\(H\) can contain the kinetic energy at a fixed Bloch vector, the retained form factors and any Hermitian nonlocal term. \(W\) is the omitted local part. Since it must be real, the form factors at \(K\) and \(-K\) are omitted together. For a non-self-consistent calculation in a fixed finite basis, such as one with an empirical pseudopotential, the theorem bounds the error in level spacings by the range of the omitted potential.

\(H\) is the same matrix with and without \(W\), so the response of a self-consistent density is absent, as is the error of truncating the basis. Levels are compared by their position in the order, not by symmetry or orbital character. High wave vectors alone do not make the bound small; a small range \(M-m\) does.

## Matrix elements as exact grid averages

Take the grid points \(x_j=j/N\), with each component of \(j\) running from \(0\) to \(N-1\). The sum of a plane wave over the grid factorises:

\[
\sum_j e^{2\pi i K\cdot x_j}=\prod_{l}\sum_{a=0}^{N-1} r_l^{\,a},\qquad r_l=e^{2\pi i K_l/N}.
\]

If \(K=0\), the sum is \(N^d\). Otherwise some \(K_i\ne0\). Choosing \(N>|K_i|\) gives \(r_i\neq1\), while \(r_i^N=1\). From \((1-r_i)\sum_a r_i^a=1-r_i^N=0\), that factor vanishes. `exists_exact_grid` chooses one \(N\) that works for a whole finite set of wave vectors.

By `wave_mul`, the product of \(e^{-2\pi iG\cdot x}\), \(e^{2\pi iK\cdot x}\) and \(e^{2\pi iG'\cdot x}\) is the plane wave of \(K+G'-G\), which is constant exactly when \(K=G-G'\). Only finitely many such vectors occur, so on a suitable grid

\[
w(G-G')=\frac1{N^d}\sum_j e^{-2\pi iG\cdot x_j}\,W(x_j)\,e^{2\pi iG'\cdot x_j}.
\]

The same grid gives the overlaps \(\delta_{GG'}\) when \(W\) is replaced by 1. `exact_quadrature` writes both identities as \(\Phi^\dagger D\,\Phi\), where \(\Phi\) is the matrix `samples` (in the place of `E` in `expect_sum`) and \(D\) is real and diagonal. `potentialMatrix_isHermitian` reads Hermiticity off this form.

For coefficients \(c\), put \(\psi(x)=\sum_{G\in S} c_G e^{2\pi iG\cdot x}\). Then

\[
c^\dagger Wc=\frac1{N^d}\sum_j W(x_j)|\psi(x_j)|^2,\qquad
c^\dagger c=\frac1{N^d}\sum_j|\psi(x_j)|^2 .
\]

The weights are nonnegative, so \(m\,c^\dagger c\le c^\dagger Wc\le M\,c^\dagger c\). The sums come from `expect_sum`, and the termwise comparison is `potential_bounds`. The function `expect` does not divide by the norm; for \(c^\dagger c=1\) it is the usual expectation value.

## From expectation values to ordered eigenvalues

Let \(A\) and \(B\) be Hermitian \(n\times n\) matrices with ordered eigenvalues \(\alpha_k\) and \(\beta_k\), and suppose \(x^\dagger Ax\le x^\dagger Bx+t\,x^\dagger x\) for all \(x\in\mathbb C^n\); here \(x\) is a vector of coefficients, not a position. Require that \(x\) have no component on the eigenvectors of \(A\) with index above \(k\), nor on those of \(B\) with index below \(k\). These are \((n-1-k)+k=n-1\) linear conditions on \(n\) unknowns, so some \(x\ne0\) satisfies them. It contains only \(A\)-levels with eigenvalue at least \(\alpha_k\) and only \(B\)-levels with eigenvalue at most \(\beta_k\), hence

\[
\alpha_k\,x^\dagger x\le x^\dagger Ax\le x^\dagger Bx+t\,x^\dagger x\le(\beta_k+t)\,x^\dagger x .
\]

Dividing by \(x^\dagger x>0\) gives \(\alpha_k\le\beta_k+t\).

This is `eigenvalue_le`. `spectral_form` supplies the expansions in eigenvector components. The conditions are the rows of the square matrix `R`, whose remaining row is zero; its determinant therefore vanishes and it has a nonzero kernel vector. The inequalities `h1` and `h2` are the outer two in the chain.

In `eigenvalue_shift_mem`, the choice \(A=H+W\), \(B=H\), \(t=M\) gives \(E'_k\le E_k+M\). Exchanging the matrices and taking \(t=-m\) gives \(E_k\le E'_k-m\). For `gap_change_le`, the change in the distance is the difference of two shifts, \((E'_k-E_k)-(E'_l-E_l)\). Both lie in \([m,M]\), so they differ by at most \(M-m\).
